# Twirling over a finite subgroup gives reversal-invariant elements when the subgroup conjugates every group element to its inverse

In physical terms, `reverse_twirl` concerns combinations of symmetry operations with complex coefficients, averaged by conjugation over a finite subgroup `H` of a group `G`, which may itself be infinite. It states that if every `g` in `G` is conjugate to `g⁻¹` by some element of `H`, then the average of any element of the complex group algebra is unchanged by reversal. Reversal here is the linear map that replaces each group element by its inverse and leaves the coefficients as they are, so it is not the adjoint, which would also conjugate them. The attempt goes by induction on the algebra element, through group elements, sums and scalar multiples; for a group element `g` it relabels the average by `h ↦ h k`, where `k` in `H` conjugates `g` to its inverse.

The failing Lean file:

```lean
import Mathlib

open MonoidAlgebra (of)

namespace ReverseTwirl

noncomputable section

variable {G : Type*} [Group G]

/-- The twirl: the average of `h x h⁻¹` over all `h` in the finite subgroup `H`. -/
def twirl (H : Subgroup G) [Fintype H] : MonoidAlgebra ℂ G →ₗ[ℂ] MonoidAlgebra ℂ G where
  toFun x := (Fintype.card H : ℂ)⁻¹ • ∑ h : H, of ℂ G (h : G) * x * of ℂ G (h : G)⁻¹
  map_add' x y := by
    simp only [mul_add, add_mul, Finset.sum_add_distrib, smul_add]
  map_smul' r x := by
    simp only [mul_smul_comm, smul_mul_assoc, ← Finset.smul_sum, RingHom.id_apply]
    rw [smul_comm]

/-- Inversion of group elements, as an algebra map into the algebra with opposite product. -/
def reverseHom : MonoidAlgebra ℂ G →ₐ[ℂ] (MonoidAlgebra ℂ G)ᵐᵒᵖ :=
  MonoidAlgebra.lift _ _ _
    { toFun := fun g => MulOpposite.op (of ℂ G g⁻¹)
      map_one' := by rw [inv_one, map_one, MulOpposite.op_one]
      map_mul' := fun g h => by rw [mul_inv_rev, map_mul, MulOpposite.op_mul] }

/-- Reversal: the linear map of the group algebra that replaces each group element by its
inverse. -/
def reverse : MonoidAlgebra ℂ G →ₗ[ℂ] MonoidAlgebra ℂ G :=
  (MulOpposite.opLinearEquiv ℂ).symm.toLinearMap ∘ₗ reverseHom.toLinearMap

/-- Reversal sends a group element to its inverse. -/
theorem reverse_of (g : G) : reverse (of ℂ G g) = of ℂ G g⁻¹ := by
  change (reverseHom (of ℂ G g)).unop = of ℂ G g⁻¹
  simp [reverseHom]

/-- If every group element is conjugate to its inverse by an element of the finite subgroup
`H`, then every twirled element is unchanged by reversal. -/
theorem reverse_twirl (H : Subgroup G) [Fintype H]
    (hconj : ∀ g : G, ∃ k ∈ H, k * g * k⁻¹ = g⁻¹) (x : MonoidAlgebra ℂ G) :
    reverse (twirl H x) = twirl H x := by
  refine MonoidAlgebra.induction_on (p := fun x => reverse (twirl H x) = twirl H x) x
    ?_ ?_ ?_
  · intro g
    obtain ⟨k, hk, e⟩ := hconj g
    have tw : twirl H (of ℂ G g) = (Fintype.card H : ℂ)⁻¹ •
        ∑ h : H, of ℂ G ((h : G) * g * (h : G)⁻¹) := by
      simp only [twirl, LinearMap.coe_mk, AddHom.coe_mk, map_mul]
    rw [tw, map_smul, map_sum]
    congr 1
    -- relabel the average by `h ↦ h k`, where `k` inverts `g`
    refine Fintype.sum_equiv (Equiv.mulRight (⟨k, hk⟩ : H)) _ _ (fun h => ?_)
    have e2 : ((h : G) * g * (h : G)⁻¹)⁻¹ = ((h : G) * k) * g * ((h : G) * k)⁻¹ := by
      calc ((h : G) * g * (h : G)⁻¹)⁻¹ = (h : G) * g⁻¹ * (h : G)⁻¹ := by group
        _ = ((h : G) * k) * g * ((h : G) * k)⁻¹ := by rw [← e]; group
    rw [reverse_of, e2]
    rfl
  · intro u v hu hv
    rw [map_add, map_add, hu, hv]
  · intro r u hu
    rw [map_smul, map_smul, hu]

end

end ReverseTwirl
```

Compiling this gives:

```
Main.lean:42:36: error: Invalid argument name `p` for function `MonoidAlgebra.induction_on`

Hint: Perhaps you meant one of the following parameter names:
  • `R`: p̵R̲
  • `M`: p̵M̲
  • `motive`: p̵m̲o̲t̲i̲v̲e̲
  • `x`: p̵x̲
  • `of`: p̵o̲f̲
  • `add`: p̵a̲d̲d̲
  • `smul`: p̵s̲m̲u̲l̲
Main.lean:44:2: error: No goals to be solved
```

What went wrong. The first message says that `MonoidAlgebra.induction_on` has no argument called `p`. The property to be proved by induction is passed to it under the name `motive`, which is among the names Lean suggests. The second message, "No goals to be solved", follows from the first: after the error in the `refine` line Lean treated the goal as closed, so the first bullet had nothing to work on. Writing `motive` for `p` lets the `refine` go through and produce its three cases, which cures both errors. The new line break there is mere tidying.

The added `change` line restates the first case as an explicit equation about `of ℂ G g`, the form that the later `rw [tw]` looks for. Neither message shows whether this line was needed, since the proof of that case never ran in the failing file.

After these edits no error is left:

```diff
@@ -40,7 +40,8 @@
     (hconj : ∀ g : G, ∃ k ∈ H, k * g * k⁻¹ = g⁻¹) (x : MonoidAlgebra ℂ G) :
     reverse (twirl H x) = twirl H x := by
-  refine MonoidAlgebra.induction_on (p := fun x => reverse (twirl H x) = twirl H x) x
-    ?_ ?_ ?_
+  refine MonoidAlgebra.induction_on
+    (motive := fun x => reverse (twirl H x) = twirl H x) x ?_ ?_ ?_
   · intro g
+    change reverse (twirl H (of ℂ G g)) = twirl H (of ℂ G g)
     obtain ⟨k, hk, e⟩ := hconj g
     have tw : twirl H (of ℂ G g) = (Fintype.card H : ℂ)⁻¹ •
```
